# In a step profile with fixed mean and a ceiling, one step at the floor puts all others at the ceiling

A profile here is a finite family of `n` real step values with equal weights, whose mean is `U₀` and none of which exceeds the ceiling `U₀ + h`. The theorem `eq_vertex_of_floor` says that if step `k` has the value `U₀ - (n - 1) h`, then every other step equals `U₀ + h`, so the whole profile is determined. The proof counts deficits below the ceiling: they are non-negative and add up to `n h`, and step `k` alone accounts for all of that. For any other step `i`, the attempt bounds its deficit by the sum over all steps except `k`, splits the total sum accordingly, and leaves the arithmetic to `linarith`.

In Lean, a first try:

```lean
import Mathlib

open Finset

namespace EqVertexOfFloor

noncomputable section

variable {ι : Type*} [Fintype ι]

/-- The step profiles with mean `U₀` in which every step is at most `U₀ + h`.
The mean is fixed through the sum of the steps. -/
def admissible (U₀ h : ℝ) : Set (ι → ℝ) :=
  {G | ∑ i, G i = (Fintype.card ι : ℝ) * U₀ ∧ ∀ i, G i ≤ U₀ + h}

/-- In an admissible profile of `n` steps the deficits below the ceiling `U₀ + h`
add up to `n h`. -/
theorem sum_deficit {U₀ h : ℝ} {G : ι → ℝ} (hG : G ∈ admissible U₀ h) :
    ∑ i, (U₀ + h - G i) = (Fintype.card ι : ℝ) * h := by
  rw [Finset.sum_sub_distrib, hG.1, Finset.sum_const, Finset.card_univ, nsmul_eq_mul]
  ring

variable [DecidableEq ι]

/-- The profile of `n` steps with step `k` at `U₀ - (n - 1) h` and all others at `U₀ + h`. -/
def vertex (U₀ h : ℝ) (k : ι) : ι → ℝ :=
  fun i => if i = k then U₀ - ((Fintype.card ι : ℝ) - 1) * h else U₀ + h

/-- An admissible profile whose step `k` sits at the floor `U₀ - (n - 1) h` has all its
other steps at the ceiling `U₀ + h`. -/
theorem eq_vertex_of_floor {U₀ h : ℝ} {G : ι → ℝ} (hG : G ∈ admissible U₀ h) (k : ι)
    (hk : G k = U₀ - ((Fintype.card ι : ℝ) - 1) * h) : G = vertex U₀ h k := by
  ext i
  by_cases hik : i = k
  · subst hik
    simp only [vertex, if_true]
    exact hk
  · simp only [vertex, if_neg hik]
    -- step k uses up the whole deficit, so nothing is left for step i
    have h1 : U₀ + h - G i ≤ ∑ j ∈ Finset.univ.erase k, (U₀ + h - G j) :=
      Finset.single_le_sum (f := fun j => U₀ + h - G j)
        (fun j _ => sub_nonneg.mpr (hG.2 j))
        (Finset.mem_erase.mpr ⟨hik, Finset.mem_univ i⟩)
    have h2 := Finset.add_sum_erase Finset.univ (fun j => U₀ + h - G j) (Finset.mem_univ k)
    have h3 := sum_deficit hG
    have h4 := hG.2 i
    simp only at h2
    linarith

end

end EqVertexOfFloor
```

The error:

```
Main.lean:47:4: error: `simp` made no progress
```

The message says that `simp only at h2` found nothing to change, and `simp` treats that as an error. With no lemmas listed, the call could do little more than basic reductions, such as turning `(fun j => U₀ + h - G j) k` into `U₀ + h - G k`. Such a term might be expected in `h2`, because `Finset.add_sum_erase` was given the summand as a function. But the failure shows that `h2` had no such reduction left to make: the deficit of step `k` already stood there in plain form.

The diff deletes the call. `linarith` then uses `h2` as it is, together with `hk` and the total `h3`, to find that the deficits of the steps other than `k` sum to zero. With `h1` this gives `U₀ + h ≤ G i`, and `h4` gives the reverse inequality, so the two sides are equal. The mathematical argument is unchanged.

The change, after which it compiles:

```diff
@@ -45,5 +45,4 @@
     have h3 := sum_deficit hG
     have h4 := hG.2 i
-    simp only at h2
     linarith
 
```
